# For matrices with Hermitian J, the finite rotation law of a tensor operator is equivalent to its commutators with J

For spin ½, with $\hbar=1$, take $S_z=\mathrm{diag}(\tfrac12,-\tfrac12)$ and let $S_+$ be the matrix whose only nonzero entry is a 1 in the upper right corner. Then $[S_z,S_+]=S_+$, and a rotation by $\varphi$ about $z$ gives

$$e^{-i\varphi S_z}\,S_+\,e^{i\varphi S_z}=e^{-i\varphi}S_+ .$$

The commutator seems to know the effect of every finite rotation about that axis. I have seen the same claim for several operators $T_q$ that mix among themselves: the law for finite rotations and the commutators with $J_x,J_y,J_z$ are said to be interchangeable definitions of a tensor operator. Can this be proved in full for matrices, in both directions, and checked by machine in Lean?

## One generator: differentiate, then transform back

Yes. Start with one generator. Let $J$ and the $T_q$ be complex $n\times n$ matrices and $M$ a complex $d\times d$ matrix, with $p,q,r$ running over the $d$ labels. The claim is that

$$e^{tJ}T_qe^{-tJ}=\sum_p (e^{tM})_{pq}T_p\quad\text{for all real }t\text{ and all }q$$

holds if and only if $[J,T_q]=\sum_p M_{pq}T_p$ for all $q$. In the example above, $J=-iS_z$, $M=-i$ and $t=\varphi$.

Two derivatives are needed. For any fixed matrix $X$, the product rule gives

$$\frac{d}{dt}\,e^{tJ}Xe^{-tJ}=e^{tJ}[J,X]e^{-tJ},\qquad \frac{d}{dt}(e^{tM})_{pq}=(Me^{tM})_{pq}.$$

If the finite law holds, differentiating both sides at $t=0$ gives the commutator law.

Conversely, assume the commutator law and define

$$K_q(t)=\sum_p (e^{tM})_{pq}\,e^{-tJ}T_pe^{tJ}.$$

Its derivative is

$$K_q'(t)=\sum_p (Me^{tM})_{pq}\,e^{-tJ}T_pe^{tJ}-\sum_p (e^{tM})_{pq}\,e^{-tJ}[J,T_p]e^{tJ}.$$

Insert $[J,T_p]=\sum_r M_{rp}T_r$ in the second sum. Since $\sum_p M_{rp}(e^{tM})_{pq}=(Me^{tM})_{rq}$, it equals the first sum, and $K_q'(t)=0$. Hence $K_q(t)=K_q(0)=T_q$. Multiplying by $e^{tJ}$ on the left and $e^{-tJ}$ on the right gives the finite law.

## Three Hermitian generators

Label the axes $a=0,1,2$ for $x,y,z$. Given matrices $J_a$ and $M_a$ and a real rotation vector $\theta$, set

$$G(\theta)=-i\sum_a\theta_aJ_a,\quad H(\theta)=-i\sum_a\theta_aM_a,\quad U(\theta)=e^{G(\theta)},\quad D(\theta)=e^{H(\theta)}.$$

If the $J_a$ are Hermitian, then $G^\dagger=-G$, so $U^\dagger=e^{-G}$. By linearity,

$$[G(\theta),T_q]=-i\sum_a\theta_a[J_a,T_q],\qquad \sum_p H(\theta)_{pq}T_p=-i\sum_a\theta_a\sum_p(M_a)_{pq}T_p.$$

If $[J_a,T_q]=\sum_p(M_a)_{pq}T_p$ for every $a$ and $q$, the two right-hand sides agree. The one-generator result at $t=1$ then gives $U(\theta)T_qU(\theta)^\dagger=\sum_pD(\theta)_{pq}T_p$. Conversely, if this law holds for every $\theta$, it holds for all multiples $t\,e_a$ of the unit vector along axis $a$. The one-generator result gives $-i[J_a,T_q]=-i\sum_p(M_a)_{pq}T_p$, and multiplication by $i$ finishes the argument.

Hermiticity matters because the law uses $U^\dagger$. Take $n=d=1$, $J_0=i$, $J_1=J_2=0$, $T=1$ and all $M_a=0$. Every commutator relation reads $0=0$, but $U(\theta)=e^{\theta_0}$, so $UTU^\dagger=e^{2\theta_0}$, whereas $D(\theta)T=1$.

## What the Lean statements say

`finite_iff_infinitesimal` is the one-generator equivalence. The finite index types `n` and `d` label the basis states and the operators. `exp (t • M) p q` is an entry of the matrix exponential, and the sum over the first index fixes the convention that column `q` describes the image of `T q`. The matrix `J` is arbitrary here, so any factor $-i$ belongs inside it.

`rotation_iff_commutators` is the version for three generators. `gen J θ` is $G(\theta)$, `rotation J θ` is $U(\theta)$, `rotation M θ` is $D(\theta)$, and `ᴴ` is the adjoint. The hypothesis `hJ` says that the three components are observables, which makes the transformations unitary.

The theorem does not assume $[J_0,J_1]=iJ_2$ and its cyclic partners. Hermitian matrices that satisfy those relations are angular momenta in the algebraic sense, which includes isospin. For $U(\theta)$ to rotate a whole physical system in space, the $J_a$ must be the components of its total angular momentum. Choosing for $M_a$ the spin-$k$ matrices in the basis $|k,q\rangle$ gives the usual spherical tensors of rank $k$. The Wigner–Eckart theorem, which concerns matrix elements of such operators, is a separate result, and unbounded operators on infinite-dimensional spaces are not covered.

For a spin model on a finite-dimensional space, the equivalence means that $3d$ commutator identities suffice to establish the transformation law under every rotation.

```lean
import Mathlib

open Matrix
open NormedSpace (exp)

namespace TensorOperatorRotation

noncomputable section

attribute [local instance] Matrix.linftyOpNormedRing Matrix.linftyOpNormedAlgebra

variable {n d : Type*} [Fintype n] [DecidableEq n] [Fintype d] [DecidableEq d]

/-- The operator `X` transformed by the one-parameter group generated by `J`:
`exp(tJ) X exp(-tJ)`. -/
def conjBy (J : Matrix n n ℂ) (t : ℝ) (X : Matrix n n ℂ) : Matrix n n ℂ :=
  exp (t • J) * X * exp (-(t • J))

omit [DecidableEq d] in
/-- The transformation of operators is linear: it acts on each term of a linear combination. -/
theorem conjBy_sum (J : Matrix n n ℂ) (t : ℝ) (c : d → ℂ) (X : d → Matrix n n ℂ) :
    conjBy J t (∑ p, c p • X p) = ∑ p, c p • conjBy J t (X p) := by
  simp only [conjBy, Finset.mul_sum, Finset.sum_mul, mul_smul_comm, smul_mul_assoc]

/-- Transforming with `-J` and then with `J` for the same parameter restores the operator. -/
theorem conjBy_conjBy_neg (J : Matrix n n ℂ) (t : ℝ) (X : Matrix n n ℂ) :
    conjBy J t (conjBy (-J) t X) = X := by
  have hE : exp (t • J) * exp (-(t • J)) = 1 := by
    rw [← Matrix.exp_add_of_commute _ _ (Commute.refl (t • J)).neg_right,
      add_neg_cancel, NormedSpace.exp_zero]
  simp only [conjBy, smul_neg, neg_neg]
  calc exp (t • J) * (exp (-(t • J)) * X * exp (t • J)) * exp (-(t • J))
      = (exp (t • J) * exp (-(t • J))) * X * (exp (t • J) * exp (-(t • J))) := by
        simp only [mul_assoc]
    _ = X := by rw [hE, one_mul, mul_one]

/-- Equation of motion: the rate of change of the transformed operator is the transformed
commutator `[J, X]`. -/
theorem hasDerivAt_conjBy (J X : Matrix n n ℂ) (t : ℝ) :
    HasDerivAt (fun s : ℝ => conjBy J s X) (conjBy J t (J * X - X * J)) t := by
  have h1 : HasDerivAt (fun s : ℝ => exp (s • J)) (exp (t • J) * J) t :=
    hasDerivAt_exp_smul_const J t
  have h2 : HasDerivAt (fun s : ℝ => exp (s • (-J))) (-J * exp (t • (-J))) t :=
    hasDerivAt_exp_smul_const' (-J) t
  simp only [smul_neg] at h2
  refine ((h1.mul_const X).fun_mul h2).congr_deriv ?_
  simp only [conjBy]
  noncomm_ring

/-- Each matrix element of `exp(tM)` has the derivative `(M exp(tM))_pq`. -/
theorem hasDerivAt_exp_entry (M : Matrix d d ℂ) (p q : d) (t : ℝ) :
    HasDerivAt (fun s : ℝ => exp (s • M) p q) ((M * exp (t • M)) p q) t := by
  have h : HasDerivAt (fun s : ℝ => exp (s • M)) (M * exp (t • M)) t :=
    hasDerivAt_exp_smul_const' M t
  exact (LinearMap.toContinuousLinearMap
    (Matrix.entryLinearMap ℝ ℂ p q)).hasFDerivAt.comp_hasDerivAt t h

/-- A family of operators mixes by `exp(tM)` under the finite transformations generated by `J`
if and only if its commutators with `J` mix by `M`. -/
theorem finite_iff_infinitesimal (J : Matrix n n ℂ) (T : d → Matrix n n ℂ)
    (M : Matrix d d ℂ) :
    (∀ (t : ℝ) (q : d), exp (t • J) * T q * exp (-(t • J)) = ∑ p, exp (t • M) p q • T p) ↔
      ∀ q, J * T q - T q * J = ∑ p, M p q • T p := by
  constructor
  · intro h q
    -- differentiate both sides at `t = 0`
    have hl := hasDerivAt_conjBy J (T q) 0
    have hr : HasDerivAt (fun s : ℝ => ∑ p, exp (s • M) p q • T p)
        (∑ p, (M * exp ((0 : ℝ) • M)) p q • T p) 0 :=
      HasDerivAt.fun_sum fun p _ => (hasDerivAt_exp_entry M p q 0).smul_const (T p)
    have hf : (fun s : ℝ => conjBy J s (T q)) = fun s : ℝ => ∑ p, exp (s • M) p q • T p :=
      funext fun s => h s q
    rw [hf] at hl
    simpa [conjBy] using hl.unique hr
  · intro h t q
    -- the mixed family, transformed back by `exp(-tJ)`, does not move
    have hK : ∀ s : ℝ, HasDerivAt
        (fun s : ℝ => ∑ p, exp (s • M) p q • conjBy (-J) s (T p)) 0 s := by
      intro s
      have hs : HasDerivAt (fun s : ℝ => ∑ p, exp (s • M) p q • conjBy (-J) s (T p))
          (∑ p, (exp (s • M) p q • conjBy (-J) s (-J * T p - T p * -J)
            + (M * exp (s • M)) p q • conjBy (-J) s (T p))) s :=
        HasDerivAt.fun_sum fun p _ =>
          (hasDerivAt_exp_entry M p q s).smul (hasDerivAt_conjBy (-J) (T p) s)
      refine hs.congr_deriv ?_
      have hc : ∀ p, conjBy (-J) s (-J * T p - T p * -J)
          = ∑ r, (-(M r p)) • conjBy (-J) s (T r) := by
        intro p
        rw [← conjBy_sum]
        congr 1
        simp only [neg_smul, Finset.sum_neg_distrib, ← h p]
        noncomm_ring
      simp only [hc, Matrix.mul_apply, Finset.sum_add_distrib, Finset.smul_sum,
        Finset.sum_smul, smul_smul]
      rw [Finset.sum_comm, ← Finset.sum_add_distrib]
      refine Finset.sum_eq_zero fun r _ => ?_
      rw [← Finset.sum_add_distrib]
      refine Finset.sum_eq_zero fun p _ => ?_
      module
    have hconst := is_const_of_deriv_eq_zero (fun s => (hK s).differentiableAt)
      (fun s => (hK s).deriv) t 0
    have h0 : ∑ p, exp (t • M) p q • conjBy (-J) t (T p) = T q := by
      simpa [conjBy, Matrix.one_apply] using hconst
    -- transform forward again
    change conjBy J t (T q) = _
    rw [← h0, conjBy_sum]
    simp only [conjBy_conjBy_neg]

/-- The matrix `-i θ·J` for any three matrices `J_a` and a real vector `θ`. If the `J_a` are
angular-momentum matrices, it generates the rotation with rotation vector `θ`. -/
def gen (J : Fin 3 → Matrix n n ℂ) (θ : Fin 3 → ℝ) : Matrix n n ℂ :=
  -(Complex.I • ∑ a, (θ a : ℂ) • J a)

/-- The matrix exponential `exp(-i θ·J)` for any three matrices `J_a`. It is a rotation operator if
the `J_a` are angular-momentum matrices. -/
def rotation (J : Fin 3 → Matrix n n ℂ) (θ : Fin 3 → ℝ) : Matrix n n ℂ :=
  exp (gen J θ)

omit [Fintype n] [DecidableEq n] in
/-- Scaling the rotation vector scales the generator. -/
theorem gen_smul (J : Fin 3 → Matrix n n ℂ) (t : ℝ) (θ : Fin 3 → ℝ) :
    gen J (t • θ) = t • gen J θ := by
  ext i j
  simp only [gen, Matrix.neg_apply, Matrix.smul_apply, Matrix.add_apply, Fin.sum_univ_three,
    Pi.smul_apply, smul_eq_mul, Complex.real_smul, Complex.ofReal_mul]
  ring

/-- For Hermitian `J_a`, operators `T_q` mix by `exp(-i θ·M)` under conjugation by `exp(-i θ·J)` for
every real `θ` if and only if `[J_a, T_q] = ∑_p (M_a)_pq T_p` for all three components. -/
theorem rotation_iff_commutators (J : Fin 3 → Matrix n n ℂ) (hJ : ∀ a, (J a).IsHermitian)
    (T : d → Matrix n n ℂ) (M : Fin 3 → Matrix d d ℂ) :
    (∀ θ q, rotation J θ * T q * (rotation J θ)ᴴ = ∑ p, rotation M θ p q • T p) ↔
      ∀ a q, J a * T q - T q * J a = ∑ p, M a p q • T p := by
  -- for Hermitian components, the adjoint of `exp(-i θ·J)` is `exp(i θ·J)`
  have hU : ∀ θ, (rotation J θ)ᴴ = exp (-(gen J θ)) := by
    intro θ
    rw [rotation, ← Matrix.exp_conjTranspose]
    congr 1
    simp [gen, Matrix.conjTranspose_sum, Matrix.conjTranspose_smul, fun a => (hJ a).eq]
  have hL : ∀ θ q, gen J θ * T q - T q * gen J θ
      = -(Complex.I • ∑ a, (θ a : ℂ) • (J a * T q - T q * J a)) := by
    intro θ q
    simp only [gen, neg_mul, mul_neg, smul_mul_assoc, mul_smul_comm, Finset.sum_mul,
      Finset.mul_sum, smul_sub, Finset.sum_sub_distrib]
    abel
  have hR : ∀ θ q, ∑ p, gen M θ p q • T p
      = -(Complex.I • ∑ a, (θ a : ℂ) • ∑ p, M a p q • T p) := by
    intro θ q
    simp only [gen, Matrix.neg_apply, Matrix.smul_apply, Matrix.sum_apply, smul_eq_mul,
      neg_smul, Finset.sum_neg_distrib, mul_smul, Finset.sum_smul, Finset.smul_sum]
    rw [Finset.sum_comm]
  constructor
  · intro h a q
    -- rotate about the single axis `a`
    have key := (finite_iff_infinitesimal (gen J (Pi.single a 1)) T
      (gen M (Pi.single a 1))).1 (fun t q => by
        have := h (t • Pi.single a 1) q
        rwa [hU, rotation, rotation, gen_smul, gen_smul] at this) q
    have pick : ∀ Y : Fin 3 → Matrix n n ℂ,
        ∑ b, (((Pi.single a 1 : Fin 3 → ℝ) b : ℝ) : ℂ) • Y b = Y a := by
      intro Y
      rw [Finset.sum_eq_single a (by intro b _ hb; simp [hb]) (by simp)]
      simp
    have unI : ∀ X : Matrix n n ℂ, Complex.I • (-(Complex.I • X)) = X := fun X => by
      rw [smul_neg, smul_smul, Complex.I_mul_I, neg_smul, one_smul, neg_neg]
    rw [hL, hR, pick, pick] at key
    rw [← unI (J a * T q - T q * J a), key, unI]
  · intro h θ q
    have key := (finite_iff_infinitesimal (gen J θ) T (gen M θ)).2
      (fun q => by rw [hL, hR]; simp only [h]) 1 q
    rw [hU]
    simpa only [one_smul, rotation] using key

/-- The three spin-1 matrices in the Cartesian basis. -/
def spinOne : Fin 3 → Matrix (Fin 3) (Fin 3) ℂ :=
  ![!![0, 0, 0; 0, 0, -Complex.I; 0, Complex.I, 0],
    !![0, 0, Complex.I; 0, 0, 0; -Complex.I, 0, 0],
    !![0, -Complex.I, 0; Complex.I, 0, 0; 0, 0, 0]]

/-- The Cartesian spin-1 matrices are Hermitian, and their commutators with one another
mix them by the same spin-1 matrices. -/
theorem rotation_iff_commutators_witness :
    (∀ a, (spinOne a).IsHermitian) ∧
      ∀ a q, spinOne a * spinOne q - spinOne q * spinOne a
        = ∑ p, spinOne a p q • spinOne p := by
  constructor
  · intro a
    refine Matrix.IsHermitian.ext fun i j => ?_
    fin_cases a <;> fin_cases i <;> fin_cases j <;> simp [spinOne]
  · intro a q
    ext i j
    fin_cases a <;> fin_cases q <;> fin_cases i <;> fin_cases j <;>
      simp [spinOne, Fin.sum_univ_three]

end

end TensorOperatorRotation
```

```lean
#print axioms TensorOperatorRotation.rotation_iff_commutators
```

```
'TensorOperatorRotation.rotation_iff_commutators' depends on axioms: [propext, Classical.choice, Quot.sound]
```

## From the calculation to the Lean proof

`hasDerivAt_conjBy` and `hasDerivAt_exp_entry` are the two derivatives. `conjBy_sum` moves the transformation through a linear combination, and `conjBy_conjBy_neg` says that transforming back and then forward restores the operator.

In the first direction of `finite_iff_infinitesimal`, `hl` and `hr` differentiate the two sides at zero, and `hl.unique hr` equates the results. In the second, `hK` shows that $K_q$ has zero derivative. Inside it, `hc` inserts the commutator law, and `Finset.sum_comm` exchanges the sums over $p$ and $r$ so that the terms cancel. `is_const_of_deriv_eq_zero` then compares $K_q(t)$ with $K_q(0)$, which gives `h0`, and the last lines transform forward.

In `rotation_iff_commutators`, `hU` turns the adjoint into $e^{-G}$, while `hL` and `hR` are the two linearity formulas. `Pi.single a 1` is the unit vector $e_a$, `gen_smul` supplies $G(t\theta)=tG(\theta)$, `pick` selects the component $a$, and `unI` removes the factor $-i$.

Finally, `rotation_iff_commutators_witness` checks a concrete case entry by entry. The Cartesian spin-1 matrices, $(S_a)_{bc}=-i\varepsilon_{abc}$ with $\varepsilon$ the Levi-Civita symbol, are Hermitian and satisfy the commutator law with $J_a=T_a=M_a=S_a$. They therefore form a vector operator under the rotations that they generate.
